# For a sinusoidal hard wall, the eikonal amplitudes are real, have parity $(-1)^n$, and have squares that sum to one

The wall is represented here by a real phase $\varphi(x)$ that is the same for every diffraction order. In atom scattering this phase is, up to a sign convention, the surface height at $x$ times the change in the normal wave number of the atom. That change depends on the outgoing angle, and so on the order; the model holds it fixed. All amplitudes are then Fourier coefficients of one reflected wave $e^{i\varphi(x)}$. The coordinate $x$ runs along one surface period, scaled to length $2\pi$, and the order $n$ is any integer. The sinusoidal wall has the phase $\varphi(x)=a\sin x$, with the origin at a zero of the sine. Another origin multiplies the amplitudes by phase factors that depend on the order, and they need not then be real.

```lean
import Mathlib

open MeasureTheory Set
open scoped Real ComplexConjugate
open Complex (I)

namespace EikonalHardWall

noncomputable section
```

These lines load Mathlib and make short notation available: `π`, `conj` for complex conjugation, and `I` for the imaginary unit.

## The wall as a phase

```lean
/-- The phase factor of a path that hits the wall at `x` and leaves in diffraction order `n`,
for a wall with phase profile `φ`. -/
def pathFactor (φ : ℝ → ℝ) (n : ℤ) (x : ℝ) : ℂ :=
  Complex.exp (I * ((φ x : ℂ) - n * x))
```

For a profile $\varphi$, an order $n$ and a point $x$, the path factor is $e^{i(\varphi(x)-nx)}$. The type `ℝ → ℝ` makes the phase real, so the wall absorbs nothing. The annotation `(φ x : ℂ)` regards that real number as a complex one.

```lean
/-- The eikonal amplitude of order `n`: the mean of the path factor over one surface period,
scaled to length `2π`. -/
def eikonalAmplitude (φ : ℝ → ℝ) (n : ℤ) : ℂ :=
  (1 / (2 * π) : ℂ) * ∫ x in (0 : ℝ)..(2 * π), pathFactor φ n x
```

The amplitude is the mean of the path factor over a period:
$$A_n[\varphi]=\frac1{2\pi}\int_0^{2\pi}e^{i(\varphi(x)-nx)}\,dx .$$
Its type is `ℂ`, so reality remains something to prove.

```lean
/-- The eikonal amplitude of order `n` for a sinusoidal hard wall with phase `a sin x`. -/
def sineAmplitude (a : ℝ) (n : ℤ) : ℂ :=
  eikonalAmplitude (fun x => a * Real.sin x) n
```

For the sinusoidal wall, $\varphi(x)=a\sin x$, and $A_n$ below means `sineAmplitude a n`. The real number $a$ is the corrugation amplitude times the fixed change in normal wave number. At $a=0$ the wall is flat: $A_0=1$ and all other amplitudes vanish.

```lean
/-- The path factor is the plane wave of order `-n` times the wave reflected at `x`. -/
theorem pathFactor_eq (φ : ℝ → ℝ) (n : ℤ) (x : ℝ) :
    pathFactor φ n x = Complex.exp (-(I * n * x)) * Complex.exp ((φ x : ℂ) * I) := by
  rw [pathFactor, ← Complex.exp_add]
  congr 1
  ring
```

This splits the exponential as $e^{i(\varphi(x)-nx)}=e^{-inx}\,e^{i\varphi(x)}$, which displays $A_n[\varphi]$ as a Fourier coefficient of the reflected wave.

## Total probability for any continuous profile

```lean
/-- Parseval's identity on one surface period: the squared moduli of the Fourier coefficients of
a continuous wave sum to its mean intensity. -/
theorem parseval_period (f : ℝ → ℂ) (hf : Continuous f) :
    HasSum (fun n : ℤ => ‖(1 / (2 * π) : ℂ) *
        ∫ x in (0 : ℝ)..(2 * π), Complex.exp (-(I * n * x)) * f x‖ ^ 2)
      (1 / (2 * π) * ∫ x in (0 : ℝ)..(2 * π), ‖f x‖ ^ 2) := by
  have hab : (0 : ℝ) < 2 * π := Real.two_pi_pos
  -- a continuous wave is square integrable over the period
  have hL2 : MemLp f 2 (volume.restrict (Ioc 0 (2 * π))) := by
    obtain ⟨C, hC⟩ := (isCompact_Icc (a := (0 : ℝ)) (b := 2 * π)).exists_bound_of_continuousOn
      hf.continuousOn
    exact MemLp.of_bound hf.aestronglyMeasurable C
      (ae_restrict_of_forall_mem measurableSet_Ioc fun x hx => hC x (Ioc_subset_Icc_self hx))
  have hpi : (2 * π : ℂ) ≠ 0 := by exact_mod_cast hab.ne'
  convert hasSum_sq_fourierCoeffOn hab hL2 using 1
  · funext n
    rw [fourierCoeffOn_eq_integral, Complex.real_smul]
    congr 3
    · push_cast
      simp
    · apply intervalIntegral.integral_congr
      intro x _
      simp only [fourier_coe_apply, smul_eq_mul]
      congr 2
      rw [sub_zero]
      push_cast
      rw [eq_div_iff hpi]
      ring
  · rw [sub_zero, smul_eq_mul, one_div]
```

For a continuous function $f$, write $c_n=\frac1{2\pi}\int_0^{2\pi}e^{-inx}f(x)\,dx$. The theorem says
$$\sum_{n\in\mathbb Z}|c_n|^2=\frac1{2\pi}\int_0^{2\pi}|f(x)|^2\,dx .$$
`HasSum` means that the finite partial sums converge to the stated value, in whatever order the terms are taken.

By hand, the waves $e^{inx}$ are orthonormal when the inner product is the mean over a period. For a finite set $F$ of orders, expanding the square therefore gives
$$\frac1{2\pi}\int_0^{2\pi}\Big|f-\sum_{n\in F}c_ne^{inx}\Big|^2dx=\frac1{2\pi}\int_0^{2\pi}|f|^2dx-\sum_{n\in F}|c_n|^2 .$$
The waves are complete, so the left side tends to zero as $F$ grows.

Lean takes Parseval's identity from Mathlib as `hasSum_sq_fourierCoeffOn`. The proof supplies square integrability, `hL2`, because a continuous function is bounded on a closed interval. The rest matches Mathlib's normalisation to the one used here.

```lean
/-- For every continuous phase profile the squared moduli of the eikonal amplitudes sum to one. -/
theorem eikonal_unitarity (φ : ℝ → ℝ) (hφ : Continuous φ) :
    HasSum (fun n : ℤ => ‖eikonalAmplitude φ n‖ ^ 2) 1 := by
  have h := parseval_period (fun x => Complex.exp ((φ x : ℂ) * I)) (by fun_prop)
  -- the reflected wave has modulus one everywhere
  simp only [Complex.norm_exp_ofReal_mul_I, one_pow, intervalIntegral.integral_const,
    smul_eq_mul, sub_zero, mul_one] at h
  rw [one_div_mul_cancel Real.two_pi_pos.ne'] at h
  simpa only [eikonalAmplitude, pathFactor_eq] using h
```

Take $f=e^{i\varphi}$. Since $\varphi$ is real, $|f(x)|^2=1$ everywhere, its mean is $1$, and therefore $\sum_n|A_n[\varphi]|^2=1$. The `simp only` step evaluates the modulus and the constant integral, and `pathFactor_eq` identifies the coefficients with the amplitudes.

The hypothesis `hφ` asks only for continuity; periodicity of $\varphi$ is not needed, because the integral sees a single period. Despite its name, `eikonal_unitarity` concerns the normalisation of one incident beam, and not a full unitary scattering matrix. The sum also runs over all integers, including orders that energy conservation would close in a real experiment, and it carries no kinematic flux factors.

## Two reflections of the sine

```lean
/-- The amplitudes of a sinusoidal hard wall are real. -/
theorem sineAmplitude_im (a : ℝ) (n : ℤ) : (sineAmplitude a n).im = 0 := by
  rw [← Complex.conj_eq_iff_im]
  set g := pathFactor (fun x => a * Real.sin x) n with hg
  -- the reflection x → 2π - x conjugates the path factor
  have hpt : ∀ x : ℝ, conj (g x) = g (2 * π - x) := by
    intro x
    simp only [hg, pathFactor]
    rw [← Complex.exp_conj, Complex.exp_eq_exp_iff_exists_int]
    refine ⟨n, ?_⟩
    simp only [map_mul, map_sub, Complex.conj_I, Complex.conj_ofReal, map_intCast,
      Real.sin_two_pi_sub]
    push_cast
    ring
  have hrefl := intervalIntegral.integral_comp_sub_left (a := 0) (b := 2 * π) g (2 * π)
  rw [sub_self (2 * π), sub_zero] at hrefl
  have hconj : conj (∫ x in (0 : ℝ)..(2 * π), g x) = ∫ x in (0 : ℝ)..(2 * π), conj (g x) := by
    simp only [intervalIntegral.integral_of_le Real.two_pi_pos.le]
    exact integral_conj.symm
  have hint : conj (∫ x in (0 : ℝ)..(2 * π), g x) = ∫ x in (0 : ℝ)..(2 * π), g x := by
    rw [hconj, ← hrefl]
    exact intervalIntegral.integral_congr fun x _ => hpt x
  have hc : conj (1 / (2 * π) : ℂ) = 1 / (2 * π) := by
    have h := Complex.conj_ofReal (1 / (2 * π))
    push_cast at h
    exact h
  change conj ((1 / (2 * π) : ℂ) * ∫ x in (0 : ℝ)..(2 * π), g x) = _ * _
  rw [map_mul, hc, hint]
```

Let $g(x)=e^{i(a\sin x-nx)}$. Reflecting $x$ to $2\pi-x$ reverses the sine:
$$g(2\pi-x)=e^{i(-a\sin x-2\pi n+nx)}=e^{-2\pi in}\,e^{-i(a\sin x-nx)}=\overline{g(x)} .$$
Hence
$$\overline{\int_0^{2\pi}g(x)\,dx}=\int_0^{2\pi}g(2\pi-x)\,dx=\int_0^{2\pi}g(x)\,dx .$$
The integral equals its own conjugate, and so does $A_n$. Lean states this as a vanishing imaginary part, `.im = 0`.

In the proof, `hpt` is the pointwise identity. There the two exponents differ by $2\pi i n$, and the integer `n` is handed over as the witness. `hrefl` is the substitution, `hconj` moves the conjugation inside the integral, and `hint` combines them.

```lean
/-- Opposite diffraction orders of a sinusoidal hard wall have amplitudes that differ by the
sign `(-1)^n`. -/
theorem sineAmplitude_neg (a : ℝ) (n : ℤ) :
    sineAmplitude a (-n) = (-1) ^ n * sineAmplitude a n := by
  set h := pathFactor (fun x => a * Real.sin x) (-n) with hh
  have hper : Function.Periodic h (2 * π) := by
    intro x
    simp only [hh, pathFactor]
    rw [Real.sin_add_two_pi, Complex.exp_eq_exp_iff_exists_int]
    exact ⟨n, by push_cast; ring⟩
  -- the reflection x → π - x preserves the sine and produces the sign
  have hpt : ∀ x : ℝ, h (π - x) = (-1) ^ n * pathFactor (fun x => a * Real.sin x) n x := by
    intro x
    have hp : (-1 : ℂ) ^ n = Complex.exp (n * (π * I)) := by
      rw [Complex.exp_int_mul, Complex.exp_pi_mul_I]
    simp only [hh, pathFactor]
    rw [hp, ← Complex.exp_add, Real.sin_pi_sub]
    congr 1
    push_cast
    ring
  have h1 := intervalIntegral.integral_comp_sub_left (a := 0) (b := 2 * π) h π
  have h2 := hper.intervalIntegral_add_eq (π - 2 * π) 0
  rw [show π - 2 * π + 2 * π = π - 0 by ring, zero_add] at h2
  have hint : ∫ x in (0 : ℝ)..(2 * π), h x =
      (-1) ^ n * ∫ x in (0 : ℝ)..(2 * π), pathFactor (fun x => a * Real.sin x) n x := by
    rw [← h2, ← h1, ← intervalIntegral.integral_const_mul]
    exact intervalIntegral.integral_congr fun x _ => hpt x
  change (1 / (2 * π) : ℂ) * (∫ x in (0 : ℝ)..(2 * π), h x) = (-1) ^ n * (_ * _)
  rw [hint]
  ring
```

Now let $h(x)=e^{i(a\sin x+nx)}$, the path factor of order $-n$. Reflecting $x$ to $\pi-x$ preserves the sine:
$$h(\pi-x)=e^{i(a\sin x+n\pi-nx)}=(-1)^n g(x).$$
The same substitution moves the range of integration to $[-\pi,\pi]$, and the period of $h$ moves it back:
$$\int_0^{2\pi}h(\pi-x)\,dx=\int_{-\pi}^{\pi}h(x)\,dx=\int_0^{2\pi}h(x)\,dx .$$
Thus $\int_0^{2\pi} h\,dx=(-1)^n\int_0^{2\pi} g\,dx$, and division by $2\pi$ gives $A_{-n}=(-1)^nA_n$. Opposite orders have equal intensity.

The names follow the same steps: `hpt` is the reflection, `h1` the substitution, and `h2` the shift of the range, which uses the periodicity `hper`.

## The three statements together

```lean
/-- The eikonal amplitudes of a sinusoidal hard wall are real, have parity `(-1)^n` under
exchange of opposite orders, and their squares sum to one. -/
theorem sinusoidal_wall (a : ℝ) :
    (∀ n : ℤ, (sineAmplitude a n).im = 0) ∧
    (∀ n : ℤ, sineAmplitude a (-n) = (-1) ^ n * sineAmplitude a n) ∧
    HasSum (fun n : ℤ => sineAmplitude a n ^ 2) 1 := by
  refine ⟨sineAmplitude_im a, sineAmplitude_neg a, ?_⟩
  have h := Complex.ofRealCLM.hasSum
    (eikonal_unitarity (fun x => a * Real.sin x) (by fun_prop))
  convert h using 1
  · funext n
    -- for a real amplitude the square is the squared modulus
    have hm := Complex.mul_conj (sineAmplitude a n)
    rw [Complex.conj_eq_iff_im.2 (sineAmplitude_im a n), Complex.normSq_eq_norm_sq] at hm
    exact (sq _).trans hm
  · simp
```

For every real $a$, the theorem joins three claims by `∧`: each $A_n$ has zero imaginary part, $A_{-n}=(-1)^nA_n$ for each integer $n$, and
$$\sum_{n\in\mathbb Z}A_n^2=1 .$$
The first two are the preceding theorems. For the third, reality gives $A_n^2=A_n\overline{A_n}=|A_n|^2$, and these squared moduli sum to one. Because `sineAmplitude` is complex-valued, the sum is stated in `ℂ`; `Complex.ofRealCLM` carries the real series there.

The choice of origin matters for this form of the result. Had the wall been modelled by $a\cos x=a\sin(x+\pi/2)$, a shift of the integration variable would give amplitudes $B_n=i^nA_n$. The intensities would be unchanged, but odd orders would be purely imaginary or zero, and the parity rule would read $B_{-n}=B_n$. The squared moduli $|B_n|^2$ would still sum to one, but for $a\ne0$ the plain squares $B_n^2=(-1)^nA_n^2$ would not.

In a simulation of atom diffraction that uses this one-dimensional, fixed-phase model, the sum shows what a truncation loses: the exact intensities of a finite set of orders fall short of one by the probability in the omitted orders. If the integrals are replaced by a discrete Fourier transform on $N$ equally spaced points, the $N$ computed intensities sum to one for every $N$, so their sum does not test whether the grid is fine enough.

## The width of the diffraction pattern

```lean
/-- The order `n` times its amplitude is the Fourier coefficient of the phase slope `a cos x`
times the reflected wave. -/
theorem order_mul_sineAmplitude (a : ℝ) (n : ℤ) :
    (n : ℂ) * sineAmplitude a n = (1 / (2 * π) : ℂ) * ∫ x in (0 : ℝ)..(2 * π),
      Complex.exp (-(I * n * x)) *
        (((a * Real.cos x : ℝ) : ℂ) * Complex.exp (((a * Real.sin x : ℝ) : ℂ) * I)) := by
  set g := pathFactor (fun x => a * Real.sin x) n with hg
  have hgc : Continuous g := by
    change Continuous fun x : ℝ => Complex.exp (I * (((a * Real.sin x : ℝ) : ℂ) - n * x))
    fun_prop
  have hd : ∀ x : ℝ, HasDerivAt g (g x * (I * (((a * Real.cos x : ℝ) : ℂ) - n))) x := by
    intro x
    have h1 := ((Real.hasDerivAt_sin x).const_mul a).ofReal_comp
    have h2 : HasDerivAt (fun y : ℝ => (y : ℂ)) ((1 : ℝ) : ℂ) x :=
      (hasDerivAt_id' x).ofReal_comp
    refine ((h1.fun_sub (h2.const_mul (n : ℂ))).const_mul I).cexp.congr_deriv ?_
    simp only [hg, pathFactor, Complex.ofReal_one, mul_one]
  -- the path factor returns to its value after one period
  have hend : g (2 * π) = 1 := by
    simp only [hg, pathFactor]
    rw [Complex.exp_eq_one_iff, Real.sin_two_pi]
    exact ⟨-n, by push_cast; ring⟩
  have h0 : g 0 = 1 := by simp [hg, pathFactor]
  have hint := intervalIntegral.integral_eq_sub_of_hasDerivAt (a := 0) (b := 2 * π)
    (fun x _ => hd x) (Continuous.intervalIntegrable (by fun_prop) _ _)
  rw [hend, h0, sub_self] at hint
  have hsplit : ∫ x in (0 : ℝ)..(2 * π), g x * (I * (((a * Real.cos x : ℝ) : ℂ) - n)) =
      I * ((∫ x in (0 : ℝ)..(2 * π), ((a * Real.cos x : ℝ) : ℂ) * g x) -
        n * ∫ x in (0 : ℝ)..(2 * π), g x) := by
    rw [← intervalIntegral.integral_const_mul (n : ℂ), ← intervalIntegral.integral_sub
      (Continuous.intervalIntegrable (by fun_prop) _ _)
      (Continuous.intervalIntegrable (by fun_prop) _ _),
      ← intervalIntegral.integral_const_mul]
    refine intervalIntegral.integral_congr fun x _ => ?_
    ring
  rw [hsplit] at hint
  have hzero := sub_eq_zero.1 ((mul_eq_zero.1 hint).resolve_left Complex.I_ne_zero)
  have hform : ∫ x in (0 : ℝ)..(2 * π), Complex.exp (-(I * n * x)) *
        (((a * Real.cos x : ℝ) : ℂ) * Complex.exp (((a * Real.sin x : ℝ) : ℂ) * I)) =
      ∫ x in (0 : ℝ)..(2 * π), ((a * Real.cos x : ℝ) : ℂ) * g x := by
    refine intervalIntegral.integral_congr fun x _ => ?_
    simp only [hg, pathFactor_eq]
    ring
  rw [hform, hzero]
  change (n : ℂ) * ((1 / (2 * π) : ℂ) * ∫ x in (0 : ℝ)..(2 * π), g x) = _
  ring
```

Differentiating the path factor gives $g'(x)=i(a\cos x-n)\,g(x)$. Since $g(0)=g(2\pi)=1$,
$$0=\int_0^{2\pi}g'(x)\,dx=i\left(\int_0^{2\pi}a\cos x\,g(x)\,dx-n\int_0^{2\pi}g(x)\,dx\right).$$
Cancelling $i$ and dividing by $2\pi$ yields
$$nA_n=\frac1{2\pi}\int_0^{2\pi}e^{-inx}\,\big(a\cos x\,e^{ia\sin x}\big)\,dx .$$
So $nA_n$ is the Fourier coefficient of the phase slope times the reflected wave.

In Lean, `hd` is the derivative, `hend` and `h0` are the two endpoint values, and `hint` is the fundamental theorem of calculus. `hsplit` separates the two integrals, and `hform` rewrites the integrand in the form that Parseval's identity expects.

```lean
/-- The mean-square diffraction order of a sinusoidal hard wall is `a² / 2`. -/
theorem mean_square_order (a : ℝ) :
    HasSum (fun n : ℤ => (n : ℝ) ^ 2 * ‖sineAmplitude a n‖ ^ 2) (a ^ 2 / 2) := by
  have h := parseval_period (fun x => ((a * Real.cos x : ℝ) : ℂ) *
    Complex.exp (((a * Real.sin x : ℝ) : ℂ) * I)) (by fun_prop)
  convert h using 1
  · funext n
    rw [← order_mul_sineAmplitude, norm_mul, mul_pow, Complex.norm_intCast, sq_abs]
  · -- the mean of the squared slope
    simp only [norm_mul, Complex.norm_exp_ofReal_mul_I, mul_one, Complex.norm_real,
      Real.norm_eq_abs, sq_abs, mul_pow]
    rw [intervalIntegral.integral_const_mul, integral_cos_sq, Real.sin_two_pi, Real.sin_zero]
    have hpi := Real.pi_ne_zero
    field_simp
    ring

end

end EikonalHardWall
```

Apply Parseval's identity to $f(x)=a\cos x\,e^{ia\sin x}$. Its coefficients are $nA_n$, and $|f(x)|^2=a^2\cos^2x$, so
$$\sum_{n\in\mathbb Z}n^2|A_n|^2=\frac{a^2}{2\pi}\int_0^{2\pi}\cos^2x\,dx=\frac{a^2}{2\pi}\,\pi=\frac{a^2}{2}.$$
The first part of the proof matches the coefficients through `order_mul_sineAmplitude`; the second evaluates the integral with `integral_cos_sq`.

Because the probabilities $|A_n|^2$ sum to one, the left side is the mean-square diffraction order, and it equals the mean-square slope of the phase. The root-mean-square order is $|a|/\sqrt2$: the spread in diffraction order grows in proportion to $|a|$, and the flat wall at $a=0$ gives no spread at all.

```lean
#print axioms EikonalHardWall.sinusoidal_wall
-- 'EikonalHardWall.sinusoidal_wall' depends on axioms: [propext, Classical.choice, Quot.sound]
#print axioms EikonalHardWall.mean_square_order
-- 'EikonalHardWall.mean_square_order' depends on axioms: [propext, Classical.choice, Quot.sound]
```
